# The Krawtchouk mode k of an (n+1)-site chain, scaled to amplitude 1 at the first site, has amplitude (−1)^k at the last

For k ≤ n, mode k is a vector on the sites j = 0, …, n whose amplitude at j is the coefficient of x^j in (1+x)^(n−k)(1−x)^k, divided by the square root of the binomial coefficient C(n,j). The theorem says that this amplitude is 1 at site 0 and (−1)^k at site n; no Hamiltonian enters the statement. The vector is not normalised: its squared norm is 2^n/C(n,k), so the normalised end amplitudes are √(C(n,k)/2^n) and (−1)^k times that. The proof gets the first value by evaluating the polynomial at zero, and the second from the coefficient of x^n, which is the product of the coefficients of x^(n−k) in (1+x)^(n−k) and of x^k in (1−x)^k.

Lean 4 with Mathlib refuses this proof:

```lean
import Mathlib

open Finset
open scoped Matrix
open Polynomial (C X derivative)

noncomputable section

namespace KacChainGreen

/-- The generating polynomial of mode `k`. -/
def modePoly (n k : ℕ) : Polynomial ℂ := (1 + X) ^ (n - k) * (1 - X) ^ k

/-- The amplitudes of mode `k`: coefficients of its generating polynomial, divided by
square roots of binomial coefficients. -/
def kacMode (n k : ℕ) : Fin (n + 1) → ℂ := fun j =>
  (modePoly n k).coeff j / (Real.sqrt (n.choose j : ℝ) : ℂ)

/-- Mode `k` has amplitude `1` at site `0` and `(-1)^k` at site `n`. -/
theorem kacMode_ends {n k : ℕ} (hk : k ≤ n) :
    kacMode n k 0 = 1 ∧ kacMode n k (Fin.last n) = (-1) ^ k := by
  constructor
  · simp [kacMode, modePoly, Polynomial.coeff_zero_eq_eval_zero]
  · have h1 : (1 + X : Polynomial ℂ).natDegree ≤ 1 := by compute_degree
    have h2 : (1 - X : Polynomial ℂ).natDegree ≤ 1 := by compute_degree
    have h3 := Polynomial.coeff_mul_of_natDegree_le
      (Polynomial.natDegree_pow_le_of_le (n - k) h1) (Polynomial.natDegree_pow_le_of_le k h2)
    rw [Polynomial.coeff_pow_of_natDegree_le h1, Polynomial.coeff_pow_of_natDegree_le h2,
      mul_one, mul_one, Nat.sub_add_cancel hk] at h3
    have h4 : (modePoly n k).coeff n = (-1) ^ k := by
      rw [modePoly, h3]
      simp [Polynomial.coeff_one]
    simp [kacMode, h4]

end KacChainGreen
```

Messages:

```
Main.lean:26:15: error(lean.unknownIdentifier): Unknown constant `Polynomial.coeff_mul_of_natDegree_le`
```

What went wrong. The message says that Lean knows no constant called `Polynomial.coeff_mul_of_natDegree_le`. The name is used in the definition of `h3`, which is to supply the top coefficient of the product, so the failure is one of naming and not of the mathematics.

The repair puts `Polynomial.coeff_mul_add_eq_of_natDegree_le` in its place. This lemma says that if two polynomials have degrees at most a and b, the coefficient of their product at a + b is the product of their coefficients at a and at b. That is the fact the proof needs, and the two degree bounds already passed to the unknown name are the hypotheses the lemma takes. The arguments and the later rewrites therefore stay as they were, and the change of name is the whole repair.

The mended proof, as a diff:

```diff
@@ -24,5 +24,5 @@
   · have h1 : (1 + X : Polynomial ℂ).natDegree ≤ 1 := by compute_degree
     have h2 : (1 - X : Polynomial ℂ).natDegree ≤ 1 := by compute_degree
-    have h3 := Polynomial.coeff_mul_of_natDegree_le
+    have h3 := Polynomial.coeff_mul_add_eq_of_natDegree_le
       (Polynomial.natDegree_pow_le_of_le (n - k) h1) (Polynomial.natDegree_pow_le_of_le k h2)
     rw [Polynomial.coeff_pow_of_natDegree_le h1, Polynomial.coeff_pow_of_natDegree_le h2,
```
